# The Weinert pseudo-charge in a sphere: its radial integral in closed form and the amplitude that gives a prescribed multipole moment

## Question

In an all-electron full-potential calculation the electron density inside an atomic sphere varies far too rapidly for a plane-wave expansion. Outside the sphere, however, the Coulomb potential of the charge inside depends only on that charge's multipole moments. Weinert's construction uses this freedom: it puts a smooth pseudo-charge with the right moments into the sphere and solves Poisson's equation for the smooth density.

For a sphere of radius $R$ the radial shape is $r^l(1-r^2/R^2)^n$, and its prefactor contains powers of two, a factorial and double factorials. I believe it comes from

$$\int_0^R r^{2l+2}\left(1-\frac{r^2}{R^2}\right)^n dr=\frac{R^{2l+3}\,2^n\,n!}{\prod_{j=0}^{n}(2l+3+2j)} .$$

A shifted index here would give every sphere a wrong moment, so I would like to see each step, and a proof in Lean 4 that a machine has checked. Does the formula hold for all natural $l$ and $n$, and does it fix the amplitude?

## Answer

Yes to both, for every $R>0$. One integration by parts gives a recursion in $n$, induction solves it, and the amplitude follows by division.

### From integration by parts to the amplitude

Let $m$ and $n$ be natural numbers, zero included, and define

$$I_{m,n}=\int_0^R r^m\left(1-\frac{r^2}{R^2}\right)^n dr .$$

The power $m$ is kept general because the recursion changes it. Differentiate a product that vanishes at both ends of the interval:

$$\frac{d}{dr}\left[r^{m+1}\left(1-\frac{r^2}{R^2}\right)^{n+1}\right]=(m+1)\,r^m\left(1-\frac{r^2}{R^2}\right)^{n+1}-\frac{2(n+1)}{R^2}\,r^{m+2}\left(1-\frac{r^2}{R^2}\right)^{n}.$$

The bracket is zero at $r=0$ because of the factor $r^{m+1}$, and zero at $r=R$ because of the other factor. Integrating from $0$ to $R$ therefore gives

$$(m+1)\,I_{m,n+1}=\frac{2(n+1)}{R^2}\,I_{m+2,n}.$$

The exponent $n$ goes down by one and the power of $r$ goes up by two. The recursion ends at $I_{m,0}=R^{m+1}/(m+1)$. The closed form is

$$I_{m,n}=\frac{R^{m+1}\,2^n\,n!}{\prod_{j=0}^{n}(m+1+2j)} .$$

For $n=0$ this is the value just given. If it holds for some $n$ and all $m$, then it may be used at $m+2$, and

$$I_{m,n+1}=\frac{2(n+1)}{R^2(m+1)}\cdot\frac{R^{m+3}\,2^n\,n!}{\prod_{j=0}^{n}(m+3+2j)}=\frac{R^{m+1}\,2^{n+1}\,(n+1)!}{\prod_{j=0}^{n+1}(m+1+2j)} .$$

In the last step the factor $m+1$ becomes the $j=0$ term of the longer product, and the old factors move up by one place. Setting $m=2l+2$ gives the formula in the question.

The denominator is the product of the odd numbers from $2l+3$ to $2l+2n+3$. Write $k!!$ for the double factorial, which for odd $k$ is $k(k-2)\cdots 3\cdot 1$. Then

$$(2l+1)!!\,\prod_{j=0}^{n}(2l+3+2j)=(2l+2n+3)!! ,$$

and so

$$I_{2l+2,n}=\frac{R^{2l+3}\,2^n\,n!\,(2l+1)!!}{(2l+2n+3)!!}.$$

Now take the radial density $A\,r^l(1-r^2/R^2)^n$ with a real amplitude $A$. Its radial multipole moment carries a weight $r^l$ from the multipole and $r^2$ from the volume element:

$$\int_0^R r^{l+2}\,A\,r^l\left(1-\frac{r^2}{R^2}\right)^n dr=A\,I_{2l+2,n}.$$

Since $I_{2l+2,n}$ is not zero, this equals a prescribed moment $q$ exactly when

$$A=\frac{q\,(2l+2n+3)!!}{R^{2l+3}\,2^n\,n!\,(2l+1)!!}.$$

Finally, let the density be zero for $r>R$. If $n\ge 1$, the inner expression vanishes at $r=R$, so the two parts join continuously.

### The Lean file

```lean
import Mathlib

open scoped Nat

namespace WeinertPseudoCharge

noncomputable section

/-- The radial integral of `r^m (1 - r²/R²)^n` from the centre to the surface of a sphere
of radius `R ≠ 0`. -/
def shapeIntegral (R : ℝ) (m n : ℕ) : ℝ :=
  ∫ r in (0 : ℝ)..R, r ^ m * (1 - r ^ 2 / R ^ 2) ^ n

/-- The amplitude of the pseudo-charge with multipole moment `q`, angular momentum `l` and
smoothness exponent `n` in a sphere of radius `R ≠ 0`. -/
def weinertAmplitude (R q : ℝ) (l n : ℕ) : ℝ :=
  q * ((2 * l + 2 * n + 3)‼ : ℝ) /
    (R ^ (2 * l + 3) * 2 ^ n * (n ! : ℝ) * ((2 * l + 1)‼ : ℝ))

/-- The radial part of the pseudo-charge density: `A r^l (1 - r²/R²)^n` for `r ≤ R` and zero outside
the sphere, with `A` the Weinert amplitude and a radius `R > 0`. -/
def pseudoCharge (R q : ℝ) (l n : ℕ) (r : ℝ) : ℝ :=
  if r ≤ R then weinertAmplitude R q l n * r ^ l * (1 - r ^ 2 / R ^ 2) ^ n else 0

/-- Integration by parts in a sphere of radius `R > 0` lowers the smoothness exponent by one
and raises the power of `r` by two. -/
theorem shapeIntegral_recursion {R : ℝ} (hR : 0 < R) (m n : ℕ) :
    ((m : ℝ) + 1) * shapeIntegral R m (n + 1) =
      2 * ((n : ℝ) + 1) / R ^ 2 * shapeIntegral R (m + 2) n := by
  -- the derivative of the boundary term
  have hd : ∀ r ∈ Set.uIcc (0 : ℝ) R,
      HasDerivAt (fun r : ℝ => r ^ (m + 1) * (1 - r ^ 2 / R ^ 2) ^ (n + 1))
        (((m : ℝ) + 1) * (r ^ m * (1 - r ^ 2 / R ^ 2) ^ (n + 1)) -
          2 * ((n : ℝ) + 1) / R ^ 2 * (r ^ (m + 2) * (1 - r ^ 2 / R ^ 2) ^ n)) r := by
    intro r _
    have h1 : HasDerivAt (fun r : ℝ => 1 - r ^ 2 / R ^ 2) (-(2 * r / R ^ 2)) r :=
      (((hasDerivAt_pow 2 r).div_const (R ^ 2)).const_sub 1).congr_deriv (by norm_num)
    refine ((hasDerivAt_pow (m + 1) r).fun_mul (h1.fun_pow (n + 1))).congr_deriv ?_
    simp only [Nat.add_sub_cancel]
    push_cast
    ring
  have h := intervalIntegral.integral_eq_sub_of_hasDerivAt hd
    (Continuous.intervalIntegrable (by fun_prop) _ _)
  rw [intervalIntegral.integral_sub
    (Continuous.intervalIntegrable (by fun_prop) _ _)
    (Continuous.intervalIntegrable (by fun_prop) _ _),
    intervalIntegral.integral_const_mul, intervalIntegral.integral_const_mul] at h
  -- the boundary term vanishes at the centre and on the surface
  have hz : 1 - R ^ 2 / R ^ 2 = 0 := by
    rw [div_self (pow_ne_zero 2 hR.ne'), sub_self]
  have e1 : (0 : ℝ) ^ (n + 1) = 0 := by simp
  have e2 : (0 : ℝ) ^ (m + 1) = 0 := by simp
  simp only [hz, e1, e2, mul_zero, zero_mul, sub_zero] at h
  unfold shapeIntegral
  linarith

/-- Closed form of the radial integral for every power `m` of the radius, for `R > 0`. -/
theorem shapeIntegral_closed_form {R : ℝ} (hR : 0 < R) (m n : ℕ) :
    shapeIntegral R m n = R ^ (m + 1) * 2 ^ n * (n ! : ℝ) /
      ∏ j ∈ Finset.range (n + 1), ((m : ℝ) + 1 + 2 * (j : ℝ)) := by
  induction n generalizing m with
  | zero => simp [shapeIntegral, integral_pow]
  | succ n ih =>
    have h := shapeIntegral_recursion hR m n
    rw [ih (m + 2)] at h
    -- split off the first factor of the product
    have hprod : ∏ j ∈ Finset.range (n + 1 + 1), ((m : ℝ) + 1 + 2 * (j : ℝ)) =
        (∏ j ∈ Finset.range (n + 1), (((m + 2 : ℕ) : ℝ) + 1 + 2 * (j : ℝ))) *
          ((m : ℝ) + 1) := by
      rw [Finset.prod_range_succ']
      congr 1
      · exact Finset.prod_congr rfl fun j _ => by push_cast; ring
      · simp
    have hP : ∏ j ∈ Finset.range (n + 1), (((m + 2 : ℕ) : ℝ) + 1 + 2 * (j : ℝ)) ≠ 0 :=
      Finset.prod_ne_zero_iff.2 fun j _ => by positivity
    rw [hprod]
    generalize (∏ j ∈ Finset.range (n + 1),
      (((m + 2 : ℕ) : ℝ) + 1 + 2 * (j : ℝ))) = P at h hP ⊢
    have hm : (m : ℝ) + 1 ≠ 0 := by positivity
    have hR0 : R ≠ 0 := hR.ne'
    rw [eq_div_iff (mul_ne_zero hP hm)]
    calc shapeIntegral R m (n + 1) * (P * ((m : ℝ) + 1))
        = P * (((m : ℝ) + 1) * shapeIntegral R m (n + 1)) := by ring
      _ = R ^ (m + 1) * 2 ^ (n + 1) * ((n + 1)! : ℝ) := by
        rw [h, Nat.factorial_succ]
        push_cast
        field_simp
        ring

/-- Weinert normalisation: the radial integral of `r^(2l+2) (1 - r²/R²)^n` over a sphere of radius
`R > 0`, as `R^(2l+3) 2^n n!` over the product of the odd numbers from `2l+3` to `2l+2n+3`. -/
theorem weinert_normalisation {R : ℝ} (hR : 0 < R) (l n : ℕ) :
    ∫ r in (0 : ℝ)..R, r ^ (2 * l + 2) * (1 - r ^ 2 / R ^ 2) ^ n =
      R ^ (2 * l + 3) * 2 ^ n * (n ! : ℝ) /
        ∏ j ∈ Finset.range (n + 1), (2 * (l : ℝ) + 3 + 2 * (j : ℝ)) := by
  have hp : ∏ j ∈ Finset.range (n + 1), (((2 * l + 2 : ℕ) : ℝ) + 1 + 2 * (j : ℝ)) =
      ∏ j ∈ Finset.range (n + 1), (2 * (l : ℝ) + 3 + 2 * (j : ℝ)) :=
    Finset.prod_congr rfl fun j _ => by push_cast; ring
  rw [← hp]
  exact shapeIntegral_closed_form hR (2 * l + 2) n

/-- The product of the odd numbers from `2l+3` to `2l+2n+3` completes `(2l+1)‼` to
`(2l+2n+3)‼`. -/
theorem doubleFactorial_mul_prod (l n : ℕ) :
    ((2 * l + 1)‼ : ℝ) * ∏ j ∈ Finset.range (n + 1), (2 * (l : ℝ) + 3 + 2 * (j : ℝ)) =
      ((2 * l + 2 * n + 3)‼ : ℝ) := by
  induction n with
  | zero =>
    rw [show 2 * l + 2 * 0 + 3 = (2 * l + 1) + 2 by ring, Nat.doubleFactorial_add_two,
      zero_add, Finset.prod_range_one]
    push_cast
    ring
  | succ n ih =>
    rw [Finset.prod_range_succ, ← mul_assoc, ih,
      show 2 * l + 2 * (n + 1) + 3 = (2 * l + 2 * n + 3) + 2 by ring,
      Nat.doubleFactorial_add_two (2 * l + 2 * n + 3)]
    push_cast
    ring

/-- The Weinert normalisation for `R > 0`, written with double factorials. -/
theorem weinert_normalisation_doubleFactorial {R : ℝ} (hR : 0 < R) (l n : ℕ) :
    ∫ r in (0 : ℝ)..R, r ^ (2 * l + 2) * (1 - r ^ 2 / R ^ 2) ^ n =
      R ^ (2 * l + 3) * 2 ^ n * (n ! : ℝ) * ((2 * l + 1)‼ : ℝ) /
        ((2 * l + 2 * n + 3)‼ : ℝ) := by
  have hd : ((2 * l + 1)‼ : ℝ) ≠ 0 :=
    Nat.cast_ne_zero.2 (Nat.doubleFactorial_pos _).ne'
  rw [weinert_normalisation hR, ← doubleFactorial_mul_prod, mul_comm ((2 * l + 1)‼ : ℝ),
    mul_div_mul_right _ _ hd]

/-- In a sphere of radius `R > 0`, the density `A r^l (1 - r²/R²)^n` has radial multipole
moment `q` exactly when `A` is the Weinert amplitude. -/
theorem moment_eq_iff {R : ℝ} (hR : 0 < R) (A q : ℝ) (l n : ℕ) :
    ∫ r in (0 : ℝ)..R, r ^ (l + 2) * (A * r ^ l * (1 - r ^ 2 / R ^ 2) ^ n) = q ↔
      A = weinertAmplitude R q l n := by
  have hi : ∀ r : ℝ, r ^ (l + 2) * (A * r ^ l * (1 - r ^ 2 / R ^ 2) ^ n) =
      A * (r ^ (2 * l + 2) * (1 - r ^ 2 / R ^ 2) ^ n) := by
    intro r
    rw [show 2 * l + 2 = (l + 2) + l by ring, pow_add r (l + 2) l]
    ring
  have hD : ((2 * l + 2 * n + 3)‼ : ℝ) ≠ 0 :=
    Nat.cast_ne_zero.2 (Nat.doubleFactorial_pos _).ne'
  have hd : ((2 * l + 1)‼ : ℝ) ≠ 0 :=
    Nat.cast_ne_zero.2 (Nat.doubleFactorial_pos _).ne'
  have hX : R ^ (2 * l + 3) * 2 ^ n * (n ! : ℝ) * ((2 * l + 1)‼ : ℝ) ≠ 0 :=
    mul_ne_zero (by positivity) hd
  simp only [hi]
  rw [intervalIntegral.integral_const_mul, weinert_normalisation_doubleFactorial hR,
    weinertAmplitude, ← mul_div_assoc, div_eq_iff hD, eq_div_iff hX]

/-- The pseudo-charge in a sphere of radius `R > 0` carries the prescribed radial multipole
moment `q`. -/
theorem pseudoCharge_moment {R : ℝ} (hR : 0 < R) (q : ℝ) (l n : ℕ) :
    ∫ r in (0 : ℝ)..R, r ^ (l + 2) * pseudoCharge R q l n r = q := by
  rw [← (moment_eq_iff hR (weinertAmplitude R q l n) q l n).2 rfl]
  refine intervalIntegral.integral_congr fun r hr => ?_
  rw [Set.uIcc_of_le hR.le] at hr
  simp only [pseudoCharge, if_pos hr.2, (moment_eq_iff hR _ q l n).2 rfl]

/-- For `R > 0` and smoothness exponent `n ≥ 1`, the radial pseudo-charge density is
continuous, also across the sphere surface. -/
theorem pseudoCharge_continuous {R : ℝ} (hR : 0 < R) (q : ℝ) (l : ℕ) {n : ℕ}
    (hn : 1 ≤ n) : Continuous (pseudoCharge R q l n) := by
  unfold pseudoCharge
  refine Continuous.if_le (by fun_prop) continuous_const continuous_id continuous_const ?_
  intro r hr
  have hr' : r = R := hr
  -- the shape factor vanishes on the surface
  rw [hr', div_self (pow_ne_zero 2 hR.ne'), sub_self, zero_pow (by omega), mul_zero]

end

end WeinertPseudoCharge
```

```lean
#print axioms WeinertPseudoCharge.pseudoCharge_moment
-- 'WeinertPseudoCharge.pseudoCharge_moment' depends on axioms: [propext, Classical.choice, Quot.sound]
#print axioms WeinertPseudoCharge.pseudoCharge_continuous
-- 'WeinertPseudoCharge.pseudoCharge_continuous' depends on axioms: [propext, Classical.choice, Quot.sound]
```

### What the definitions and theorems say

`shapeIntegral R m n` is $I_{m,n}$. The notation `∫ r in (0 : ℝ)..R` is Mathlib's oriented interval integral, which for $R>0$ is the ordinary integral from the centre to the surface. The radius is a real number, while `l`, `m` and `n` are natural numbers. `Finset.range (n + 1)` runs over $j=0,\dots,n$, so the product has $n+1$ factors. The sign `‼` is the double factorial and `!` the ordinary one.

`weinertAmplitude R q l n` is the expression for $A$ above. `pseudoCharge R q l n` is the radial density with this amplitude for $r\le R$ and zero for $r>R$. As a Lean function it is defined for all real $r$, but only $r\ge 0$ has a physical meaning, and the moment integral uses only $0\le r\le R$.

The physical results are these:

- `weinert_normalisation` is the formula in the question, for every $R>0$ and all natural $l$ and $n$. `weinert_normalisation_doubleFactorial` is the same value written with double factorials.
- `moment_eq_iff` says that an amplitude produces the moment $q$ if and only if it is the Weinert amplitude. This gives uniqueness within the chosen shape.
- `pseudoCharge_moment` says that the pseudo-charge has radial moment $q$.
- `pseudoCharge_continuous` says that the radial density is continuous when $n\ge 1$.

The hypothesis `0 < R` stands for a sphere of positive size. The condition `1 ≤ n` stands for a density that goes to zero at the surface.

The angular part does not appear in the file. The radial moment is the full multipole moment $\int r^l\,Y_{l\mu}^*\,\rho\,d^3r$ if the density is $\rho=\rho_l(r)\,Y_{l\mu}$ with normalised spherical harmonics. The magnetic index is written $\mu$ here, because $m$ is already the power of $r$. In that convention the total charge for $l=0$ is $\sqrt{4\pi}\,q$, not $q$. The moment is taken to be real, which suits real harmonics; for complex moments the real and imaginary parts can be treated separately.

Weinert's name usually refers to the whole method for the Coulomb potential of a periodic crystal. The theorems concern its normalisation step: one sphere and one angular-momentum channel, without Poisson's equation, Fourier coefficients or the potential inside the sphere. In a full-potential electronic-structure code that uses this polynomial shape, the amplitude turns a given moment in one such channel into a pseudo-charge. There $q$ is typically the moment of the true charge density in the sphere, nucleus included, minus that of the smooth interstitial charge density continued into it.

### Why continuity needs $n\ge 1$

Take $l=0$, $n=0$ and $q=1$. The amplitude is $3/R^3$, and the shape factor is $1$ everywhere in the sphere, the surface included. The density is then the constant $3/R^3$ up to $r=R$ and zero beyond. It has the correct moment, since $\int_0^R r^2\,(3/R^3)\,dr=1$, but it jumps at the surface.

### How the Lean proof runs

`shapeIntegral_recursion` is the integration by parts. The statement `hd` gives the derivative of the product $r^{m+1}(1-r^2/R^2)^{n+1}$, obtained from the product and chain rules and put into the form above by `ring`. The fundamental theorem of calculus, `intervalIntegral.integral_eq_sub_of_hasDerivAt`, turns the integral of this derivative into a difference of boundary values. The integral is split into its two terms, the boundary values are shown to vanish through `hz`, `e1` and `e2`, and `linarith` rearranges what is left into the recursion.

`shapeIntegral_closed_form` is the induction on $n$. The words `generalizing m` matter, because the step for $m$ uses the hypothesis at $m+2$. The equation `hprod` splits off the first factor, $m+1$, from the longer product and identifies the remaining factors with the product for $m+2$. That product is then replaced by a single nonzero symbol `P`, and the closing `calc` block is the algebra of the inductive step, with $(n+1)!=(n+1)\,n!$.

`weinert_normalisation` sets $m=2l+2$ and rewrites each factor $(2l+2)+1+2j$ as $2l+3+2j$. `doubleFactorial_mul_prod` proves the relation between the product and the double factorials by a second induction on $n$, using $(k+2)!!=(k+2)\,k!!$ at each step. The double-factorial form of the normalisation then follows by multiplying numerator and denominator by $(2l+1)!!$.

In `moment_eq_iff`, the equation `hi` combines $r^{l+2}$ and $r^l$ into $r^{2l+2}$ and moves $A$ to the front. After the integral has been inserted, `div_eq_iff` and `eq_div_iff` clear the nonzero denominators. Both sides of the equivalence then become the same equation,

$$A\,R^{2l+3}\,2^n\,n!\,(2l+1)!!=q\,(2l+2n+3)!! .$$

`pseudoCharge_moment` uses this result with $A$ equal to the Weinert amplitude. On the interval of integration $r\le R$ holds, so the case distinction in `pseudoCharge` always selects the inner expression.

For `pseudoCharge_continuous`, the lemma `Continuous.if_le` reduces the claim to the continuity of the two parts and their agreement where $r=R$. There the shape factor is $0^n$, which is zero because $n\ge 1$.
